# For negative definite χ₀, symmetric K and α > 0, linear mixing in a linearised SCF iteration converges from every initial error exactly when all dielectric eigenvalues lie between 0 and 2/α

Let \(\chi_0\) (the density response of non-interacting electrons to a potential) be a real symmetric negative definite matrix and \(K\) (the change of potential caused by a change of density) a real symmetric matrix in the same finite basis, with dielectric matrix \(\varepsilon = 1-\chi_0K\). In the linearised self-consistent-field (SCF) iteration with linear mixing parameter \(\alpha\), an initial density error \(e\) becomes \((1-\alpha\varepsilon)^k e\) after \(k\) steps, and \(\lambda\) is an eigenvalue of \(\varepsilon\) if \(\varepsilon v=\lambda v\) for some \(v\neq0\).

In Lean 4 with Mathlib:

```lean
import Mathlib

open Filter Topology
open scoped Matrix

namespace LinearMixingIndefiniteKernel

variable {n : Type*} [Fintype n] [DecidableEq n]

/-- A real matrix is symmetric negative definite. -/
def IsNegDef (χ : Matrix n n ℝ) : Prop :=
  χ.IsSymm ∧ ∀ x : n → ℝ, x ≠ 0 → x ⬝ᵥ χ *ᵥ x < 0

/-- The dielectric matrix `ε = 1 - χ₀ K` of response `χ₀` and interaction kernel `K`. -/
def dielectric (χ K : Matrix n n ℝ) : Matrix n n ℝ := 1 - χ * K

/-- The error left after `k` steps of linear mixing with parameter `α`, from initial error `e`. -/
def mixingError (χ K : Matrix n n ℝ) (α : ℝ) (e : n → ℝ) (k : ℕ) : n → ℝ :=
  ((1 - α • dielectric χ K) ^ k) *ᵥ e

/-- The number `l` is an eigenvalue of `A`: some nonzero vector is scaled by `l`. -/
def IsEigenvalue {F : Type*} [Field F] (A : Matrix n n F) (l : F) : Prop :=
  ∃ v : n → F, v ≠ 0 ∧ A *ᵥ v = l • v

/-- A real symmetric matrix has an orthogonal matrix of eigenvectors. -/
theorem exists_orthogonal_modes {A : Matrix n n ℝ} (h : A.IsSymm) :
    ∃ (Q : Matrix n n ℝ) (d : n → ℝ), Qᵀ * Q = 1 ∧ A * Q = Q * Matrix.diagonal d := by
  have hA : A.IsHermitian := Matrix.IsHermitian.ext fun i j => by
    simpa using congrFun (congrFun h i) j
  refine ⟨Matrix.of fun i j => (hA.eigenvectorBasis j).ofLp i, hA.eigenvalues, ?_, ?_⟩
  · ext i j
    have ho := orthonormal_iff_ite.mp hA.eigenvectorBasis.orthonormal i j
    rw [PiLp.inner_apply] at ho
    rw [Matrix.mul_apply, Matrix.one_apply, ← ho]
    refine Finset.sum_congr rfl fun x _ => ?_
    simp [mul_comm]
  · ext i j
    rw [Matrix.mul_diagonal]
    exact (congrFun (hA.mulVec_eigenvectorBasis j) i).trans
      (mul_comm (hA.eigenvalues j) ((hA.eigenvectorBasis j).ofLp i))

/-- If an invertible `P` brings the quadratic form of `M` to diagonal form, then `M` is
positive definite exactly when all diagonal entries are positive. -/
theorem posDef_iff_diagonal {M P : Matrix n n ℝ} {d : n → ℝ} (hP : IsUnit P.det)
    (h : Pᵀ * M * P = Matrix.diagonal d) :
    (∀ x : n → ℝ, x ≠ 0 → 0 < x ⬝ᵥ M *ᵥ x) ↔ ∀ i, 0 < d i := by
  have q : ∀ y : n → ℝ, (P *ᵥ y) ⬝ᵥ M *ᵥ (P *ᵥ y) = ∑ i, d i * y i ^ 2 := by
    intro y
    have h1 : (P *ᵥ y) ⬝ᵥ M *ᵥ (P *ᵥ y) = y ⬝ᵥ (Pᵀ * M * P) *ᵥ y := by
      rw [← Matrix.mulVec_mulVec, ← Matrix.mulVec_mulVec, Matrix.dotProduct_mulVec y Pᵀ,
        Matrix.vecMul_transpose]
    rw [h1, h, dotProduct]
    refine Finset.sum_congr rfl fun i _ => ?_
    rw [Matrix.mulVec_diagonal]
    ring
  constructor
  · intro hM i
    have hne : P *ᵥ Pi.single i 1 ≠ 0 := by
      intro h0
      have h1 : (Pi.single i 1 : n → ℝ) = P⁻¹ *ᵥ (P *ᵥ Pi.single i 1) := by
        rw [Matrix.mulVec_mulVec, Matrix.nonsing_inv_mul _ hP, Matrix.one_mulVec]
      rw [h0, Matrix.mulVec_zero] at h1
      simpa using congrFun h1 i
    have := hM _ hne
    rw [q] at this
    simpa [Pi.single_apply, ite_pow] using this
  · intro hd x hx
    obtain ⟨y, rfl⟩ : ∃ y, P *ᵥ y = x := ⟨P⁻¹ *ᵥ x, by
      rw [Matrix.mulVec_mulVec, Matrix.mul_nonsing_inv _ hP, Matrix.one_mulVec]⟩
    have hy : y ≠ 0 := by
      rintro rfl
      exact hx (Matrix.mulVec_zero _)
    obtain ⟨i, hi⟩ := Function.ne_iff.mp hy
    have hi' : y i ≠ 0 := hi
    rw [q]
    exact Finset.sum_pos' (fun j _ => mul_nonneg (hd j).le (sq_nonneg _))
      ⟨i, Finset.mem_univ i, mul_pos (hd i) (by positivity)⟩

/-- For negative definite `χ₀` and symmetric `K`, the dielectric matrix is similar to the
symmetric matrix `1 + Bᵀ K B`, where `B` is an invertible factor of `-χ₀ = B Bᵀ`. -/
theorem dielectric_similar_symmetric {χ K : Matrix n n ℝ} (hχ : IsNegDef χ) (hK : K.IsSymm) :
    ∃ B : Matrix n n ℝ, IsUnit B.det ∧ B * Bᵀ = -χ ∧ (1 + Bᵀ * K * B).IsSymm ∧
      B⁻¹ * dielectric χ K * B = 1 + Bᵀ * K * B := by
  have hs : (-χ).IsSymm := by
    rw [Matrix.IsSymm, Matrix.transpose_neg, hχ.1.eq]
  obtain ⟨Q, d, hQ, hd⟩ := exists_orthogonal_modes hs
  have hQu : IsUnit Q.det := Matrix.isUnit_det_of_left_inverse hQ
  have hpos : ∀ i, 0 < d i := by
    refine (posDef_iff_diagonal (M := -χ) hQu ?_).mp fun x hx => ?_
    · rw [mul_assoc, hd, ← mul_assoc, hQ, one_mul]
    · rw [Matrix.neg_mulVec, dotProduct_neg]
      exact neg_pos.mpr (hχ.2 x hx)
  -- the factor B is Q times the square roots of the eigenvalues of -χ₀
  obtain ⟨S, hS⟩ : ∃ S, S = Matrix.diagonal fun i => √(d i) := ⟨_, rfl⟩
  have hSS : S * S = Matrix.diagonal d := by
    rw [hS, Matrix.diagonal_mul_diagonal]
    congr 1
    funext i
    exact Real.mul_self_sqrt (hpos i).le
  have hST : Sᵀ = S := by rw [hS, Matrix.diagonal_transpose]
  have hB : IsUnit (Q * S).det := by
    rw [Matrix.det_mul, hS, Matrix.det_diagonal]
    exact hQu.mul (IsUnit.mk0 _ (Finset.prod_ne_zero_iff.mpr
      fun i _ => (Real.sqrt_pos.mpr (hpos i)).ne'))
  have hBB : (Q * S) * (Q * S)ᵀ = -χ := by
    rw [Matrix.transpose_mul, hST]
    calc Q * S * (S * Qᵀ) = Q * (S * S) * Qᵀ := by simp only [mul_assoc]
      _ = -χ * (Q * Qᵀ) := by rw [hSS, ← hd, mul_assoc]
      _ = -χ := by rw [mul_eq_one_comm.mp hQ, mul_one]
  generalize Q * S = B at hB hBB
  refine ⟨B, hB, hBB, ?_, ?_⟩
  · rw [Matrix.IsSymm, Matrix.transpose_add, Matrix.transpose_one, Matrix.transpose_mul,
      Matrix.transpose_mul, Matrix.transpose_transpose, hK.eq, mul_assoc]
  · have h : dielectric χ K * B = B * (1 + Bᵀ * K * B) := by
      calc dielectric χ K * B = B + -χ * K * B := by rw [dielectric]; noncomm_ring
        _ = B * (1 + Bᵀ * K * B) := by rw [← hBB]; noncomm_ring
    rw [mul_assoc, h, ← mul_assoc, Matrix.nonsing_inv_mul _ hB, one_mul]

/-- For negative definite `χ₀` and symmetric `K` there is a complete set of real dielectric
modes, the columns of `P`, normalised so that `P Pᵀ = -χ₀`. -/
theorem exists_dielectric_modes {χ K : Matrix n n ℝ} (hχ : IsNegDef χ) (hK : K.IsSymm) :
    ∃ (P : Matrix n n ℝ) (d : n → ℝ), IsUnit P.det ∧ P * Pᵀ = -χ ∧
      dielectric χ K * P = P * Matrix.diagonal d := by
  obtain ⟨B, hB, hBB, hH, hsim⟩ := dielectric_similar_symmetric hχ hK
  obtain ⟨Q, d, hQ, hd⟩ := exists_orthogonal_modes hH
  have h : dielectric χ K * B = B * (1 + Bᵀ * K * B) := by
    rw [← hsim, ← mul_assoc, ← mul_assoc, Matrix.mul_nonsing_inv _ hB, one_mul]
  refine ⟨B * Q, d, ?_, ?_, ?_⟩
  · rw [Matrix.det_mul]
    exact hB.mul (Matrix.isUnit_det_of_left_inverse hQ)
  · calc B * Q * (B * Q)ᵀ = B * (Q * Qᵀ) * Bᵀ := by
          rw [Matrix.transpose_mul]; simp only [mul_assoc]
      _ = -χ := by rw [mul_eq_one_comm.mp hQ, mul_one, hBB]
  · rw [← mul_assoc, h, mul_assoc, hd, mul_assoc]

/-- If the columns of an invertible `P` are eigenvectors of `A` with eigenvalues `d i`, then
`A` has no other eigenvalues. -/
theorem isEigenvalue_iff {F : Type*} [Field F] {A P : Matrix n n F} {d : n → F}
    (hP : IsUnit P.det) (h : A * P = P * Matrix.diagonal d) (l : F) :
    IsEigenvalue A l ↔ ∃ i, l = d i := by
  have inv : ∀ w : n → F, P⁻¹ *ᵥ (P *ᵥ w) = w := fun w => by
    rw [Matrix.mulVec_mulVec, Matrix.nonsing_inv_mul _ hP, Matrix.one_mulVec]
  constructor
  · rintro ⟨v, hv, hl⟩
    obtain ⟨w, rfl⟩ : ∃ w, P *ᵥ w = v := ⟨P⁻¹ *ᵥ v, by
      rw [Matrix.mulVec_mulVec, Matrix.mul_nonsing_inv _ hP, Matrix.one_mulVec]⟩
    have hw : w ≠ 0 := by
      rintro rfl
      exact hv (Matrix.mulVec_zero _)
    obtain ⟨i, hi⟩ := Function.ne_iff.mp hw
    have key : P *ᵥ (Matrix.diagonal d *ᵥ w) = P *ᵥ (l • w) := by
      rw [Matrix.mulVec_mulVec, ← h, ← Matrix.mulVec_mulVec, hl, Matrix.mulVec_smul]
    have h2 : Matrix.diagonal d *ᵥ w = l • w := by rw [← inv (_ *ᵥ w), key, inv]
    have h3 := congrFun h2 i
    rw [Matrix.mulVec_diagonal, Pi.smul_apply, smul_eq_mul] at h3
    exact ⟨i, (mul_right_cancel₀ hi h3).symm⟩
  · rintro ⟨i, rfl⟩
    refine ⟨P *ᵥ Pi.single i 1, fun h0 => ?_, ?_⟩
    · have h1 := inv (Pi.single i 1)
      rw [h0, Matrix.mulVec_zero] at h1
      simpa using congrFun h1 i
    · rw [Matrix.mulVec_mulVec, h, ← Matrix.mulVec_mulVec, ← Matrix.mulVec_smul]
      congr 1
      ext j
      rw [Matrix.mulVec_diagonal]
      by_cases hj : j = i
      · subst hj; simp
      · simp [hj]

/-- For negative definite `χ₀` and symmetric `K`, every complex eigenvalue of the dielectric
matrix is real. -/
theorem eigenvalue_real {χ K : Matrix n n ℝ} (hχ : IsNegDef χ) (hK : K.IsSymm) {z : ℂ}
    (hz : IsEigenvalue ((dielectric χ K).map Complex.ofReal) z) : z.im = 0 := by
  obtain ⟨P, d, hP, -, h⟩ := exists_dielectric_modes hχ hK
  have hD : Complex.ofRealHom.mapMatrix (Matrix.diagonal d)
      = Matrix.diagonal fun i => (d i : ℂ) := by
    ext i j
    by_cases hij : i = j
    · subst hij; simp
    · simp [hij]
  have hc := congrArg Complex.ofRealHom.mapMatrix h
  rw [map_mul, map_mul, hD] at hc
  have hu : IsUnit (Complex.ofRealHom.mapMatrix P).det := by
    rw [← RingHom.map_det]
    exact hP.map _
  obtain ⟨i, rfl⟩ := (isEigenvalue_iff hu hc z).mp hz
  exact Complex.ofReal_im _

/-- Given a complete set of dielectric modes with eigenvalues `d i` and `α > 0`, linear mixing
converges from every initial error exactly when `0 < d i < 2 / α` for every mode. -/
theorem converges_iff_modes {χ K P : Matrix n n ℝ} {d : n → ℝ} (hP : IsUnit P.det)
    (h : dielectric χ K * P = P * Matrix.diagonal d) {α : ℝ} (hα : 0 < α) :
    (∀ e, Tendsto (mixingError χ K α e) atTop (𝓝 0)) ↔ ∀ i, 0 < d i ∧ d i < 2 / α := by
  have hM : (1 - α • dielectric χ K) * P = P * Matrix.diagonal fun i => 1 - α * d i := by
    have hE : (Matrix.diagonal fun i => 1 - α * d i) = 1 - α • Matrix.diagonal d := by
      ext i j
      by_cases hij : i = j
      · subst hij; simp
      · simp [hij]
    rw [hE, sub_mul, mul_sub, one_mul, mul_one, Matrix.smul_mul, Matrix.mul_smul, h]
  have hpow : ∀ k : ℕ, (1 - α • dielectric χ K) ^ k * P
      = P * (Matrix.diagonal fun i => 1 - α * d i) ^ k := by
    intro k
    induction k with
    | zero => simp
    | succ k ih => rw [pow_succ, mul_assoc, hM, ← mul_assoc, ih, mul_assoc, ← pow_succ]
  -- in mode coordinates each component is multiplied by its own factor
  have hmode : ∀ (c : n → ℝ) (k : ℕ), mixingError χ K α (P *ᵥ c) k
      = P *ᵥ fun i => (1 - α * d i) ^ k * c i := by
    intro c k
    rw [mixingError, Matrix.mulVec_mulVec, hpow, ← Matrix.mulVec_mulVec, Matrix.diagonal_pow]
    congr 1
    ext i
    rw [Matrix.mulVec_diagonal, Pi.pow_apply]
  have hcont : ∀ A : Matrix n n ℝ, Tendsto (fun x : n → ℝ => A *ᵥ x) (𝓝 0) (𝓝 0) := by
    intro A
    have hA : Continuous fun x : n → ℝ => A *ᵥ x :=
      Continuous.matrix_mulVec continuous_const continuous_id
    simpa using hA.tendsto 0
  have habs : ∀ l : ℝ, |1 - α * l| < 1 ↔ 0 < l ∧ l < 2 / α := by
    intro l
    rw [abs_lt, lt_div_iff₀ hα]
    constructor
    · rintro ⟨h1, h2⟩
      exact ⟨pos_of_mul_pos_right (by linarith : 0 < α * l) hα.le, by linarith⟩
    · rintro ⟨h1, h2⟩
      have := mul_pos hα h1
      constructor <;> linarith
  constructor
  · intro hc i
    have h1 := (hcont P⁻¹).comp (hc (P *ᵥ Pi.single i 1))
    have h2 := tendsto_pi_nhds.mp h1 i
    refine (habs _).mp (tendsto_pow_atTop_nhds_zero_iff.mp (h2.congr fun k => ?_))
    rw [Function.comp_apply, hmode, Matrix.mulVec_mulVec, Matrix.nonsing_inv_mul _ hP,
      Matrix.one_mulVec]
    simp
  · intro hd e
    obtain ⟨c, rfl⟩ : ∃ c, P *ᵥ c = e := ⟨P⁻¹ *ᵥ e, by
      rw [Matrix.mulVec_mulVec, Matrix.mul_nonsing_inv _ hP, Matrix.one_mulVec]⟩
    have h1 : Tendsto (fun (k : ℕ) i => (1 - α * d i) ^ k * c i) atTop (𝓝 0) := by
      refine tendsto_pi_nhds.mpr fun i => ?_
      simpa using (tendsto_pow_atTop_nhds_zero_iff.mpr ((habs _).mpr (hd i))).mul_const (c i)
    exact ((hcont P).comp h1).congr fun k => (hmode c k).symm

/-- For negative definite `χ₀`, symmetric `K` and `α > 0`, linear mixing converges from every
initial error exactly when every eigenvalue of `ε` lies strictly between `0` and `2 / α`. -/
theorem linear_mixing_converges_iff {χ K : Matrix n n ℝ} (hχ : IsNegDef χ) (hK : K.IsSymm)
    {α : ℝ} (hα : 0 < α) :
    (∀ e, Tendsto (mixingError χ K α e) atTop (𝓝 0)) ↔
      ∀ l, IsEigenvalue (dielectric χ K) l → 0 < l ∧ l < 2 / α := by
  obtain ⟨P, d, hP, -, h⟩ := exists_dielectric_modes hχ hK
  rw [converges_iff_modes hP h hα]
  constructor
  · intro hd l hl
    obtain ⟨i, rfl⟩ := (isEigenvalue_iff hP h l).mp hl
    exact hd i
  · exact fun hl i => hl _ ((isEigenvalue_iff hP h _).mpr ⟨i, rfl⟩)

/-- For negative definite `χ₀` and symmetric `K`, some mixing parameter `α > 0` gives convergence
from every initial error exactly when `K - χ₀⁻¹` is positive definite. -/
theorem exists_mixing_iff_stable {χ K : Matrix n n ℝ} (hχ : IsNegDef χ) (hK : K.IsSymm) :
    (∃ α : ℝ, 0 < α ∧ ∀ e, Tendsto (mixingError χ K α e) atTop (𝓝 0)) ↔
      ∀ x : n → ℝ, x ≠ 0 → 0 < x ⬝ᵥ (K - χ⁻¹) *ᵥ x := by
  obtain ⟨P, d, hP, hPP, h⟩ := exists_dielectric_modes hχ hK
  have hχu : IsUnit χ.det := by
    have h1 : IsUnit (-χ) := by
      rw [← hPP, Matrix.isUnit_iff_isUnit_det, Matrix.det_mul, Matrix.det_transpose]
      exact hP.mul hP
    exact (Matrix.isUnit_iff_isUnit_det χ).mp (by simpa using h1.neg)
  -- the modes diagonalise the quadratic form of K - χ₀⁻¹
  have hdiag : Pᵀ * (K - χ⁻¹) * P = Matrix.diagonal d := by
    refine ((Matrix.isUnit_iff_isUnit_det P).mpr hP).mul_left_cancel ?_
    calc P * (Pᵀ * (K - χ⁻¹) * P) = P * Pᵀ * (K - χ⁻¹) * P := by simp only [mul_assoc]
      _ = (χ * χ⁻¹ - χ * K) * P := by rw [hPP, neg_mul, mul_sub, neg_sub]
      _ = P * Matrix.diagonal d := by rw [Matrix.mul_nonsing_inv _ hχu]; exact h
  rw [posDef_iff_diagonal hP hdiag]
  constructor
  · rintro ⟨α, hα, hc⟩ i
    exact ((converges_iff_modes hP h hα).mp hc i).1
  · intro hd
    have hS : 0 ≤ ∑ i, d i := Finset.sum_nonneg fun i _ => (hd i).le
    have hα : 0 < (1 + ∑ i, d i)⁻¹ := by positivity
    refine ⟨_, hα, (converges_iff_modes hP h hα).mpr fun i => ⟨hd i, ?_⟩⟩
    have := Finset.single_le_sum (f := d) (fun j _ => (hd j).le) (Finset.mem_univ i)
    rw [div_inv_eq_mul]
    linarith

/-- For `χ₀ = -diag(1, 9)` and the indefinite kernel `K = [[0, 1], [1, 0]]`, no mixing parameter
`α > 0` gives convergence from every initial error. -/
theorem indefinite_kernel_witness :
    IsNegDef !![(-1 : ℝ), 0; 0, -9] ∧ (!![(0 : ℝ), 1; 1, 0]).IsSymm ∧
      ∀ α : ℝ, 0 < α → ¬ ∀ e, Tendsto
        (mixingError !![(-1 : ℝ), 0; 0, -9] !![(0 : ℝ), 1; 1, 0] α e) atTop (𝓝 0) := by
  have hχ : IsNegDef !![(-1 : ℝ), 0; 0, -9] := by
    refine ⟨by ext i j; fin_cases i <;> fin_cases j <;> simp, fun x hx => ?_⟩
    have e : x ⬝ᵥ !![(-1 : ℝ), 0; 0, -9] *ᵥ x = -(x 0 ^ 2 + 9 * x 1 ^ 2) := by
      simp [dotProduct, Matrix.mulVec, Fin.sum_univ_two]
      ring
    rw [e, neg_lt_zero]
    obtain ⟨i, hi⟩ := Function.ne_iff.mp hx
    have hi' : 0 < x i ^ 2 := pow_pos_of_ne hi
    fin_cases i
    · have h0 : 0 < x 0 ^ 2 := hi'
      positivity
    · have h1 : 0 < x 1 ^ 2 := hi'
      positivity
  have hK : (!![(0 : ℝ), 1; 1, 0]).IsSymm := by
    ext i j; fin_cases i <;> fin_cases j <;> simp
  refine ⟨hχ, hK, fun α hα hc => ?_⟩
  -- the vector (1, -3) is a mode with eigenvalue -2
  have hl : IsEigenvalue (dielectric !![(-1 : ℝ), 0; 0, -9] !![(0 : ℝ), 1; 1, 0]) (-2) := by
    refine ⟨![1, -3], fun h0 => by simpa using congrFun h0 0, ?_⟩
    ext i
    fin_cases i <;>
      norm_num [dielectric, Matrix.mulVec, dotProduct, Matrix.mul_apply, Fin.sum_univ_two]
  linarith [((linear_mixing_converges_iff hχ hK hα).mp hc _ hl).1]
where
  pow_pos_of_ne {a : ℝ} (h : a ≠ 0) : 0 < a ^ 2 := by positivity

end LinearMixingIndefiniteKernel
```

```lean
#print axioms LinearMixingIndefiniteKernel.eigenvalue_real
#print axioms LinearMixingIndefiniteKernel.linear_mixing_converges_iff
#print axioms LinearMixingIndefiniteKernel.exists_mixing_iff_stable
```

```
'LinearMixingIndefiniteKernel.eigenvalue_real' depends on axioms: [propext, Classical.choice, Quot.sound]
'LinearMixingIndefiniteKernel.linear_mixing_converges_iff' depends on axioms: [propext, Classical.choice, Quot.sound]
'LinearMixingIndefiniteKernel.exists_mixing_iff_stable' depends on axioms: [propext, Classical.choice, Quot.sound]
```

## Real eigenvalues and a two-sided bound

The matrix \(\chi_0\) is written `χ` in the code, and `IsNegDef χ` contains both its symmetry and \(x^{T}\chi_0x<0\) for every \(x\neq0\). The kernel only has to satisfy `K.IsSymm`, so it may be indefinite. `IsEigenvalue` works over any field: `eigenvalue_real` uses it over \(\mathbb C\) and finds that every eigenvalue of \(\varepsilon\) has zero imaginary part. The real eigenvalues in `linear_mixing_converges_iff` are therefore all of them. That theorem says that, for \(\alpha>0\), `mixingError` tends to zero for every `e` if and only if \(0<\lambda<2/\alpha\) for every eigenvalue.

`exists_mixing_iff_stable` asks whether any \(\alpha>0\) works at all. One does exactly when \(K-\chi_0^{-1}\) is positive definite.

## The SCF step behind the matrices

Near a fixed point, the output density error is \(\chi_0Ke\) to first order. Mixing a fraction \(\alpha\) of output minus input into the input gives
\[
e+\alpha(\chi_0Ke-e)=(1-\alpha\varepsilon)e .
\]
The file starts from this linearised iteration; it does not treat the nonlinear SCF map or the limit of an infinite basis.

Negative definiteness means that every nonzero potential in the basis produces a density response, and that the second-order change in the energy of the non-interacting electrons in that potential is negative. At fixed electron number a constant potential produces no response, so that direction has to be removed from the basis first.

The matrix \(K-\chi_0^{-1}\) plays the part of the energy Hessian with respect to density. In this linearised, finite-basis model, a negative Hessian direction gives an SCF instability that no smaller positive \(\alpha\) can cure.

## From a symmetric matrix to mode-by-mode decay

Diagonalise \(-\chi_0=QDQ^{T}\) with \(Q\) orthogonal. The entries of \(D\) are positive, so \(B=QD^{1/2}\) is invertible and \(BB^{T}=-\chi_0\). Then
\[
\varepsilon B=B+BB^{T}KB=B(1+B^{T}KB),
\]
and \(B^{-1}\varepsilon B=1+B^{T}KB\) is symmetric. This is `dielectric_similar_symmetric`; `noncomm_ring` checks the matrix algebra.

Let the orthogonal matrix \(R\) diagonalise \(1+B^{T}KB\), with eigenvalues \(d_i\), and set \(P=BR\). Then
\[
PP^{T}=-\chi_0,\qquad \varepsilon P=P\,\mathrm{diag}(d),
\]
as `exists_dielectric_modes` states. If \(\varepsilon v=\lambda v\) and \(v=Pw\), then \((d_i-\lambda)w_i=0\) for all \(i\). Some \(w_i\) is nonzero, so \(\lambda=d_i\). Conversely, each column of \(P\) is an eigenvector. `isEigenvalue_iff` carries this out over any field, and mapping \(P\) into \(\mathbb C\) gives `eigenvalue_real`.

Now write \(e=Pc\). Induction on \(k\), in the step `hpow` of `converges_iff_modes`, leads to
\[
(1-\alpha\varepsilon)^kPc=P\bigl((1-\alpha d_i)^kc_i\bigr)_i .
\]
Since \(P\) and \(P^{-1}\) are continuous, the error tends to zero for every \(c\) exactly when \(|1-\alpha d_i|<1\) for all \(i\). This means \(0<\alpha d_i<2\), which is the stated bound.

For the Hessian criterion,
\[
PP^{T}(K-\chi_0^{-1})P=(1-\chi_0K)P=P\,\mathrm{diag}(d).
\]
Cancelling \(P\) on the left leaves \(P^{T}(K-\chi_0^{-1})P=\mathrm{diag}(d)\). With \(x=Py\), the quadratic form is \(\sum_i d_iy_i^2\), so by `posDef_iff_diagonal` it is positive definite exactly when all \(d_i>0\). In that case \(\alpha=1/(1+\sum_i d_i)\) works, because \(d_i<2(1+\sum_j d_j)=2/\alpha\).

## A two-by-two kernel that defeats every α

In `indefinite_kernel_witness`,
\[
\chi_0=\begin{pmatrix}-1&0\\0&-9\end{pmatrix},\quad
K=\begin{pmatrix}0&1\\1&0\end{pmatrix},\quad
\varepsilon=\begin{pmatrix}1&1\\9&1\end{pmatrix}.
\]
The code uses the vector \((1,-3)\), which is an eigenvector of \(\varepsilon\) with eigenvalue \(-2\). An error along it is multiplied by \(1+2\alpha\) at each step, so it grows for every \(\alpha>0\).
